# For N classical particles on M sites with 2 ≤ M < N, the sum rules admit a pair density that no distribution has

I minimise the interaction energy of \(N\) classical particles on \(M\) lattice sites by varying the pair density \(\rho_2(i,j)\) directly. This is the mean number of ordered pairs of distinct particles with the first at site \(i\) and the second at site \(j\). I require it to be nonnegative and symmetric, and to obey \(\sum_j\rho_2(i,j)=(N-1)\rho(i)\), where \(\rho(i)\) is the mean occupation and \(\sum_i\rho(i)=N\).

For three particles on two sites, with a repulsion that acts only within a site, I get \(\rho_2=0\) on the diagonal and \(3\) off it. The energy is zero and every constraint holds, yet three particles cannot avoid each other on two sites. Are my constraints too weak, and how much double occupancy must a true distribution have?

## A zero diagonal needs at least as many sites as particles

Your constraints are too weak. Every probability distribution of \(N\) particles on \(M\ge1\) sites satisfies

\[
\sum_i \rho_2(i,i)\;\ge\; N\left(\frac NM-1\right),
\]

and for \(N>M\) the right-hand side is positive. Your solution is the case \(N=3\), \(M=2\) of the candidate

\[
G(i,i)=0,\qquad G(i,j)=\frac{N(N-1)}{M(M-1)}\quad(i\ne j),
\]

which is the pair density of some distribution exactly when \(N\le M\). For \(2\le M<N\) it still passes all your constraints, with \(\rho(i)=N/M\).

### Counting pairs through occupations

Let a configuration \(c\) assign a site to each particle, and let \(n_i\) be the number of particles at site \(i\), so \(\sum_i n_i=N\). The product \(n_in_j\) counts all ordered pairs of particles at \(i\) and \(j\), including each particle paired with itself when \(i=j\). The number of pairs of distinct particles is therefore

\[
n_{ij}=n_in_j-\delta_{ij}n_i,\qquad \sum_j n_{ij}=Nn_i-n_i=(N-1)n_i .
\]

Averaging over configurations gives the sum rule, and summing over \(i\) gives the total \(N(N-1)\).

For the diagonal, put \(q=N/M\). Then

\[
n_{ii}=n_i^2-n_i=(n_i-q)^2+(2q-1)n_i-q^2 .
\]

Summing over sites and using \(Mq=N\),

\[
\sum_i n_{ii}=\sum_i(n_i-q)^2+(2q-1)N-qN
=N(q-1)+\sum_i(n_i-q)^2 .
\]

The squares are nonnegative, so averaging with nonnegative weights of sum one gives the bound. If \(N>M\ge1\), the diagonal cannot vanish, and \(G\) is excluded.

If \(N\le M\), give equal weight to all configurations in which no two particles share a site. There is at least one. The diagonal vanishes, and relabelling the sites leaves the distribution unchanged. Since a relabelling can carry any ordered pair of different sites to any other, all off-diagonal entries have one value \(v\). For \(M\ge2\) the total requires \(M(M-1)v=N(N-1)\), which is the value in \(G\). For \(M\le1\) there are no off-diagonal entries to fix.

Finally, for \(M\ge2\) each row of \(G\) has \(M-1\) off-diagonal entries, so

\[
\sum_jG(i,j)=\frac{N(N-1)}M=(N-1)\frac NM ,
\]

and the \(M\) rows add up to \(N(N-1)\). In your example the rows sum to \(3\) and the total is \(6\), but the diagonal of a true pair density must sum to at least \(3/2\). The actual minimum is larger, because occupations are integers: equality in the bound requires every \(n_i=N/M\), so it can be reached only when \(M\) divides \(N\). Three particles on two sites are split either 2+1 or 3+0, with \(\sum_i n_{ii}=2\) or \(6\), so the smallest possible diagonal sum is \(2\). This sharper value is not part of the Lean theorems.

### What the Lean statements say

A configuration is a function `c : Fin N → Fin M`, so the particles carry labels and any number may share a site. `occ c i` is \(n_i\), and `pairCount c i j` is \(n_{ij}\). `IsDistribution p` says that the real weights `p c` are nonnegative and sum to one. `density` and `pairDensity` are the averages \(\rho\) and \(\rho_2\), and `exclusionPair N M` is \(G\). Pairs are ordered, so the total is \(N(N-1)\), twice the value in the convention that counts each pair once.

`Representable N G` means that some classical distribution has pair density `G`. In quantum chemistry, N-representability usually refers to a quantum state of \(N\) fermions, which is a different requirement.

`diagonal_bound` is the inequality, `representable_iff` is the criterion \(N\le M\), and `sum_rule_insufficient` lists the properties of \(G\) for \(2\le M<N\): nonnegativity, symmetry, the row sums with density \(N/M\), the total, and the failure of representability. `diagonal_bound` has no hypothesis \(M>0\); Lean sets \(N/0=0\), which is harmless because a distribution on no sites exists only for \(N=0\).

The bound bears on quantum mechanics because the position probabilities of \(N\) particles on a finite lattice, summed over spin, form a classical distribution of this kind. Its pair density, for all \(i\) and \(j\), is the diagonal of the spin-summed two-particle density matrix in the site basis, normalised to \(N(N-1)\). That identification is the step from the model to a quantum system, and it is made here in words. The theorems say nothing about off-diagonal elements of the density matrix or about antisymmetry.

```lean
import Mathlib

open Finset

namespace ClassicalPairRepresentability

noncomputable section

variable {N M : ℕ}

/-- The number of particles at site `i` in the configuration `c`, which assigns a site to
each particle. -/
def occ (c : Fin N → Fin M) (i : Fin M) : ℝ := ∑ a, if c a = i then 1 else 0

/-- The number of ordered pairs of distinct particles with the first at site `i` and the
second at site `j`. -/
def pairCount (c : Fin N → Fin M) (i j : Fin M) : ℝ :=
  ∑ a, ∑ b, if a ≠ b ∧ c a = i ∧ c b = j then 1 else 0

/-- A probability distribution over the configurations of `N` particles on `M` sites. -/
structure IsDistribution (p : (Fin N → Fin M) → ℝ) : Prop where
  nonneg : ∀ c, 0 ≤ p c
  sum_one : ∑ c, p c = 1

/-- The one-particle density: the occupation of site `i` averaged with the weights `p`. -/
def density (p : (Fin N → Fin M) → ℝ) (i : Fin M) : ℝ := ∑ c, p c * occ c i

/-- The pair density: the pair count at sites `i` and `j` averaged with the weights `p`. -/
def pairDensity (p : (Fin N → Fin M) → ℝ) (i j : Fin M) : ℝ := ∑ c, p c * pairCount c i j

/-- A function of two sites is representable if it is the pair density of some probability
distribution of `N` particles. -/
def Representable (N : ℕ) (G : Fin M → Fin M → ℝ) : Prop :=
  ∃ p : (Fin N → Fin M) → ℝ, IsDistribution p ∧ ∀ i j, pairDensity p i j = G i j

/-- The candidate pair density with zero diagonal and the constant off-diagonal value
`N(N-1)/(M(M-1))`, a formula meant for `M ≥ 2`. -/
def exclusionPair (N M : ℕ) (i j : Fin M) : ℝ :=
  if i = j then 0 else (N * (N - 1) : ℝ) / (M * (M - 1))

/-- The occupations of all sites add up to the particle number. -/
theorem sum_occ (c : Fin N → Fin M) : ∑ i, occ c i = N := by
  unfold occ
  rw [Finset.sum_comm]
  simp

/-- The pair count is the product of the occupations, less the self-pairs on the diagonal. -/
theorem pairCount_eq (c : Fin N → Fin M) (i j : Fin M) :
    pairCount c i j = occ c i * occ c j - if i = j then occ c i else 0 := by
  have h : ∀ a b, (if a ≠ b ∧ c a = i ∧ c b = j then (1 : ℝ) else 0) =
      (if c a = i then 1 else 0) * (if c b = j then 1 else 0) -
        if a = b then (if c a = i ∧ c a = j then 1 else 0) else 0 := by
    intro a b
    split_ifs <;> simp_all
  have hd : (∑ a, if c a = i ∧ c a = j then (1 : ℝ) else 0) =
      if i = j then occ c i else 0 := by
    by_cases hij : i = j
    · subst hij
      simp [occ]
    · rw [if_neg hij]
      exact Finset.sum_eq_zero fun a _ => if_neg fun h => hij (h.1.symm.trans h.2)
  simp only [pairCount, h, Finset.sum_sub_distrib, Finset.sum_ite_eq, Finset.mem_univ, if_true]
  rw [hd, occ, occ, Finset.sum_mul_sum]

/-- Sum rule: summing the pair density over the second site gives `N - 1` times the
one-particle density. -/
theorem pair_sum_rule (p : (Fin N → Fin M) → ℝ) (i : Fin M) :
    ∑ j, pairDensity p i j = (N - 1) * density p i := by
  have hrow : ∀ c : Fin N → Fin M, ∑ j, pairCount c i j = (N - 1) * occ c i := by
    intro c
    simp only [pairCount_eq, Finset.sum_sub_distrib, ← Finset.mul_sum, sum_occ,
      Finset.sum_ite_eq, Finset.mem_univ, if_true]
    ring
  unfold pairDensity density
  rw [Finset.sum_comm, Finset.mul_sum]
  refine Finset.sum_congr rfl fun c _ => ?_
  rw [← Finset.mul_sum, hrow]
  ring

/-- For a probability distribution the one-particle density adds up to `N` and the pair
density to `N(N-1)`. -/
theorem total_sums {p : (Fin N → Fin M) → ℝ} (hp : IsDistribution p) :
    ∑ i, density p i = N ∧ ∑ i, ∑ j, pairDensity p i j = N * (N - 1) := by
  have h1 : ∑ i, density p i = N := by
    unfold density
    rw [Finset.sum_comm]
    simp only [← Finset.mul_sum, sum_occ]
    rw [← Finset.sum_mul, hp.sum_one, one_mul]
  refine ⟨h1, ?_⟩
  simp only [pair_sum_rule]
  rw [← Finset.mul_sum, h1]
  ring

/-- In every configuration the number of ordered pairs of distinct particles sharing a site is
`N(N/M - 1)` plus the sum of the squared deviations of the occupations from `N/M`. -/
theorem diagonal_count (c : Fin N → Fin M) :
    ∑ i, pairCount c i i = N * ((N : ℝ) / M - 1) + ∑ i, (occ c i - (N : ℝ) / M) ^ 2 := by
  rcases Nat.eq_zero_or_pos M with rfl | hM
  · have hN : N = 0 := by
      by_contra h
      exact (c ⟨0, Nat.pos_of_ne_zero h⟩).elim0
    subst hN
    simp
  · have hM0 : (M : ℝ) ≠ 0 := by positivity
    have hq : (M : ℝ) * ((N : ℝ) / M) = N := by field_simp
    generalize (N : ℝ) / M = q at hq ⊢
    have h : ∀ i, pairCount c i i = (occ c i - q) ^ 2 + (2 * q - 1) * occ c i - q ^ 2 := by
      intro i
      rw [pairCount_eq, if_pos rfl]
      ring
    simp only [h, Finset.sum_sub_distrib, Finset.sum_add_distrib, ← Finset.mul_sum, sum_occ,
      Finset.sum_const, Finset.card_univ, Fintype.card_fin, nsmul_eq_mul]
    linear_combination (-q) * hq

/-- For every probability distribution of `N` particles on `M` sites, the diagonal of the
pair density sums to at least `N(N/M - 1)`. -/
theorem diagonal_bound {p : (Fin N → Fin M) → ℝ} (hp : IsDistribution p) :
    N * ((N : ℝ) / M - 1) ≤ ∑ i, pairDensity p i i := by
  unfold pairDensity
  rw [Finset.sum_comm]
  calc N * ((N : ℝ) / M - 1) = ∑ c, p c * (N * ((N : ℝ) / M - 1)) := by
        rw [← Finset.sum_mul, hp.sum_one, one_mul]
    _ ≤ ∑ c, ∑ i, p c * pairCount c i i := by
        refine Finset.sum_le_sum fun c _ => ?_
        rw [← Finset.mul_sum, diagonal_count]
        exact mul_le_mul_of_nonneg_left
          (le_add_of_nonneg_right (Finset.sum_nonneg fun i _ => sq_nonneg _)) (hp.nonneg c)

/-- If there are at most as many particles as sites, the candidate with zero diagonal and
constant off-diagonal value is representable. -/
theorem representable_of_le (h : N ≤ M) : Representable N (exclusionPair N M) := by
  classical
  -- equal weights for all configurations without double occupancy
  let S : Finset (Fin N → Fin M) := Finset.univ.filter fun c => Function.Injective c
  have hK : (S.card : ℝ) ≠ 0 := Nat.cast_ne_zero.mpr (Finset.card_ne_zero_of_mem
    (Finset.mem_filter.mpr ⟨Finset.mem_univ _, Fin.castLE_injective h⟩))
  obtain ⟨p, hpc⟩ : ∃ p : (Fin N → Fin M) → ℝ,
      ∀ c, p c = if Function.Injective c then (S.card : ℝ)⁻¹ else 0 :=
    ⟨fun c => if Function.Injective c then (S.card : ℝ)⁻¹ else 0, fun _ => rfl⟩
  have hp : IsDistribution p := by
    constructor
    · intro c
      rw [hpc]
      split_ifs <;> positivity
    · simp only [hpc]
      rw [← Finset.sum_filter, Finset.sum_const, nsmul_eq_mul]
      exact mul_inv_cancel₀ hK
  have hdiag : ∀ i, pairDensity p i i = 0 := by
    intro i
    refine Finset.sum_eq_zero fun c _ => ?_
    by_cases hc : Function.Injective c
    · have h0 : pairCount c i i = 0 := Finset.sum_eq_zero fun a _ =>
        Finset.sum_eq_zero fun b _ => if_neg fun h => h.1 (hc (h.2.1.trans h.2.2.symm))
      rw [h0, mul_zero]
    · rw [hpc, if_neg hc, zero_mul]
  -- relabelling the sites leaves the pair density unchanged
  have hsym : ∀ (σ : Equiv.Perm (Fin M)) (i j : Fin M),
      pairDensity p (σ i) (σ j) = pairDensity p i j := by
    intro σ i j
    unfold pairDensity
    symm
    apply Fintype.sum_equiv (Equiv.piCongrRight fun _ : Fin N => σ)
    intro c
    show p c * pairCount c i j =
      p (fun a => σ (c a)) * pairCount (fun a => σ (c a)) (σ i) (σ j)
    have h1 : p (fun a => σ (c a)) = p c := by
      rw [hpc, hpc]
      exact if_congr (σ.injective.of_comp_iff c) rfl rfl
    have h2 : pairCount (fun a => σ (c a)) (σ i) (σ j) = pairCount c i j := by
      simp only [pairCount, EmbeddingLike.apply_eq_iff_eq]
    rw [h1, h2]
  refine ⟨p, hp, fun i j => ?_⟩
  by_cases hij : i = j
  · rw [hij, hdiag, exclusionPair, if_pos rfl]
  have hall : ∀ k l, pairDensity p k l =
      pairDensity p i j - if k = l then pairDensity p i j else 0 := by
    intro k l
    by_cases hkl : k = l
    · rw [hkl, hdiag, if_pos rfl, sub_self]
    · have hk : k ≠ Equiv.swap i k j := fun e => hij
        ((Equiv.swap i k).injective ((Equiv.swap_apply_left i k).trans e))
      have key := hsym (Equiv.swap (Equiv.swap i k j) l * Equiv.swap i k) i j
      rw [Equiv.Perm.mul_apply, Equiv.Perm.mul_apply, Equiv.swap_apply_left i k,
        Equiv.swap_apply_of_ne_of_ne hk hkl, Equiv.swap_apply_left] at key
      rw [if_neg hkl, sub_zero, key]
  -- the total number of pairs fixes the constant
  have ht := (total_sums hp).2
  generalize pairDensity p i j = v at hall ⊢
  simp only [hall, Finset.sum_sub_distrib, Finset.sum_ite_eq, Finset.mem_univ, if_true,
    Finset.sum_const, Finset.card_univ, Fintype.card_fin, nsmul_eq_mul] at ht
  have hM : 2 ≤ M := by
    have h1 := i.isLt
    have h2 := j.isLt
    have h3 : i.val ≠ j.val := fun e => hij (Fin.ext e)
    omega
  have hM' : (2 : ℝ) ≤ M := by exact_mod_cast hM
  have hD : (M : ℝ) * (M - 1) ≠ 0 := mul_ne_zero (by linarith) (by linarith)
  rw [exclusionPair, if_neg hij, eq_div_iff hD]
  linear_combination ht

/-- The candidate with zero diagonal and constant off-diagonal value is representable by `N`
particles on `M` sites exactly when `N ≤ M`. -/
theorem representable_iff : Representable N (exclusionPair N M) ↔ N ≤ M := by
  refine ⟨?_, representable_of_le⟩
  rintro ⟨p, hp, hG⟩
  by_contra hlt
  rcases Nat.eq_zero_or_pos M with rfl | hM
  · have h0 := (total_sums hp).1
    rw [Fin.sum_univ_zero] at h0
    have hN : N = 0 := by exact_mod_cast h0.symm
    omega
  · -- a zero diagonal contradicts the positive lower bound
    have hb := diagonal_bound hp
    simp only [hG, exclusionPair, if_true, Finset.sum_const_zero] at hb
    have hM' : (0 : ℝ) < M := by exact_mod_cast hM
    have hNM : (M : ℝ) < N := by exact_mod_cast not_le.mp hlt
    have h1 : 1 < (N : ℝ) / M := (one_lt_div hM').2 hNM
    have h2 : 0 < (N : ℝ) * ((N : ℝ) / M - 1) := mul_pos (by linarith) (by linarith)
    linarith

/-- For `2 ≤ M < N` the candidate is nonnegative and symmetric and obeys the sum rule with
the uniform density `N/M` and the total `N(N-1)`, but it is not representable. -/
theorem sum_rule_insufficient (hM : 2 ≤ M) (hN : M < N) :
    (∀ i j, 0 ≤ exclusionPair N M i j) ∧
    (∀ i j, exclusionPair N M i j = exclusionPair N M j i) ∧
    (∀ i, ∑ j, exclusionPair N M i j = (N - 1) * ((N : ℝ) / M)) ∧
    ∑ i, ∑ j, exclusionPair N M i j = N * (N - 1) ∧
    ¬ Representable N (exclusionPair N M) := by
  have hM' : (2 : ℝ) ≤ M := by exact_mod_cast hM
  have hN' : (M : ℝ) < N := by exact_mod_cast hN
  have hM0 : (M : ℝ) ≠ 0 := by linarith
  have hD : (M : ℝ) * (M - 1) ≠ 0 := mul_ne_zero hM0 (by linarith)
  have hrow : ∀ i, ∑ j, exclusionPair N M i j = (N - 1) * ((N : ℝ) / M) := by
    intro i
    have hv : (N * (N - 1) : ℝ) / (M * (M - 1)) * (M * (M - 1)) = N * (N - 1) :=
      div_mul_cancel₀ _ hD
    have h : ∀ j, exclusionPair N M i j = (N * (N - 1) : ℝ) / (M * (M - 1)) -
        if i = j then (N * (N - 1) : ℝ) / (M * (M - 1)) else 0 := by
      intro j
      unfold exclusionPair
      by_cases hij : i = j
      · rw [if_pos hij, if_pos hij, sub_self]
      · rw [if_neg hij, if_neg hij, sub_zero]
    generalize (N * (N - 1) : ℝ) / (M * (M - 1)) = v at hv h
    simp only [h, Finset.sum_sub_distrib, Finset.sum_ite_eq, Finset.mem_univ, if_true,
      Finset.sum_const, Finset.card_univ, Fintype.card_fin, nsmul_eq_mul]
    rw [← mul_div_assoc, eq_div_iff hM0]
    linear_combination hv
  refine ⟨fun i j => ?_, fun i j => ?_, hrow, ?_, fun h => ?_⟩
  · unfold exclusionPair
    split_ifs
    · exact le_refl 0
    · exact div_nonneg (mul_nonneg (by linarith) (by linarith))
        (mul_nonneg (by linarith) (by linarith))
  · simp only [exclusionPair, eq_comm]
  · have hq : (M : ℝ) * ((N : ℝ) / M) = N := by field_simp
    simp only [hrow, Finset.sum_const, Finset.card_univ, Fintype.card_fin, nsmul_eq_mul]
    linear_combination ((N : ℝ) - 1) * hq
  · exact absurd (representable_iff.mp h) (not_le.mpr hN)

end

end ClassicalPairRepresentability
```

```lean
#print axioms ClassicalPairRepresentability.pair_sum_rule
#print axioms ClassicalPairRepresentability.sum_rule_insufficient
```

```
'ClassicalPairRepresentability.pair_sum_rule' depends on axioms: [propext, Classical.choice, Quot.sound]
'ClassicalPairRepresentability.sum_rule_insufficient' depends on axioms: [propext, Classical.choice, Quot.sound]
```

### From the pair count to the counterexample in Lean

`sum_occ` exchanges the sums over sites and particles to get \(\sum_i n_i=N\). `pairCount_eq` proves \(n_{ij}=n_in_j-\delta_{ij}n_i\) first for a single pair of particles, where `split_ifs` runs through the cases, and then sums. `pair_sum_rule` sums this identity over \(j\) and averages; `total_sums` adds the normalisation of the weights.

`diagonal_count` is the completed square. It replaces \(N/M\) by a letter `q` that is known only through `hq`, the relation \(Mq=N\), and the closing `linear_combination` uses this relation once, as in the calculation above. `diagonal_bound` writes the constant \(N(N/M-1)\) as its own average and compares the two sums configuration by configuration. This is where the nonnegativity of the weights enters.

`representable_of_le` builds the equal-weight distribution on injective configurations, which are those without double occupancy. `hdiag` shows that its diagonal vanishes, and `hsym` shows its invariance under site permutations by reindexing the sum over configurations. `hall` then carries the pair \((i,j)\) to \((k,l)\) with two swaps: the first sends \(i\) to \(k\), and the second sends the image of \(j\) to \(l\) while leaving \(k\) fixed. The total `ht` determines the common value.

In `representable_iff`, the remaining direction assumes \(N>M\) and sets the zero diagonal against the positive lower bound; \(M=0\) is treated separately through the total density. `sum_rule_insufficient` computes the row sums in `hrow`, adds them for the total, and takes the last claim from `representable_iff`.
